# A nonzero commutator average forces quantum fluctuations in a normalised pure state

A magnet at zero temperature has no thermal noise. Suppose that its ground state is magnetised along z. Can the transverse spin components then have sharp values? Their commutator is proportional to the z component, whose average is the order parameter, and this is enough to rule it out. The parts below derive the corresponding inequality for arbitrary operators on a finite-dimensional state space: a lower bound on the product of their fluctuations.

## Averages, order parameter and fluctuations

The system has a finite basis labelled by n. Operators are complex matrices A, B, and the state is a vector p. Aᴴ is the conjugate transpose, and u†v is the inner product, conjugate-linear in u.

```lean
import Mathlib

open Matrix

namespace ZeroTemperatureFluctuations

noncomputable section

variable {n : Type*} [Fintype n] [DecidableEq n]
```

The average of M is

⟨M⟩ = p†Mp,

which Lean writes as `star p ⬝ᵥ (M *ᵥ p)`. It is the quantum expectation value when p†p = 1, a condition that appears as the hypothesis `hp` wherever it is needed.

```lean
/-- The average of the operator `M` in the pure state `p`. -/
def expval (p : n → ℂ) (M : Matrix n n ℂ) : ℂ := star p ⬝ᵥ (M *ᵥ p)
```

The order parameter is the average of a commutator,

m = ⟨AᴴB − BAᴴ⟩.

In a symmetry-breaking problem one of the two operators is typically a symmetry generator, and m measures how the average of the other changes under the symmetry.

```lean
/-- The average of the commutator of `Aᴴ` with `B` in the state `p`. -/
def orderParameter (p : n → ℂ) (A B : Matrix n n ℂ) : ℂ :=
  expval p (Aᴴ * B - B * Aᴴ)
```

The symmetrised fluctuation is

F(A) = ⟨AᴴA + AAᴴ⟩.

The matrix inside is Hermitian, so the real part taken in the definition loses nothing.

```lean
/-- The symmetrised fluctuation: the average of `Aᴴ A + A Aᴴ`. -/
def fluct (p : n → ℂ) (A : Matrix n n ℂ) : ℝ := (expval p (Aᴴ * A + A * Aᴴ)).re
```

F(A) can be large merely because A has a large mean. The connected fluctuation removes that part:

C(A) = F(A) − 2|⟨A⟩|².

For Hermitian A and normalised p, this is twice the variance.

```lean
/-- The connected fluctuation: the symmetrised fluctuation less twice the squared modulus of the
average. -/
def connFluct (p : n → ℂ) (A : Matrix n n ℂ) : ℝ := fluct p A - 2 * ‖expval p A‖ ^ 2
```

Finally, L(v) = Σᵢ |vᵢ|² is the squared length of a vector.

```lean
/-- The squared length of a state vector. -/
def lenSq (v : n → ℂ) : ℝ := ∑ i, ‖v i‖ ^ 2
```

No Hamiltonian enters, so p may be any state and need not be a ground state. The results therefore constrain fluctuations in finite-dimensional pure states. Unlike Goldstone's theorem, they say nothing about excitation energies or a gapless mode.

## (a) Squared lengths are non-negative

**Task.** Show that L(v) ≥ 0.

**Solution.** Every term |vᵢ|² is non-negative, and so is their sum.

```lean
omit [DecidableEq n] in
lemma lenSq_nonneg (v : n → ℂ) : 0 ≤ lenSq v :=
  Finset.sum_nonneg fun i _ => sq_nonneg ‖v i‖
```

## (b) Only the zero vector has zero length

**Task.** Show that L(v) = 0 exactly when v = 0.

**Solution.** A sum of non-negative terms vanishes only if each term does. Then |vᵢ|² = 0 for all i, so v = 0. The converse is immediate.

```lean
omit [DecidableEq n] in
lemma lenSq_eq_zero (v : n → ℂ) : lenSq v = 0 ↔ v = 0 := by
  unfold lenSq
  rw [Finset.sum_eq_zero_iff_of_nonneg (fun i _ => sq_nonneg ‖v i‖)]
  simp [funext_iff]
```

## (c) Cauchy-Schwarz for overlaps

**Task.** Show that |u†v|² ≤ L(u) L(v).

**Solution.** The triangle inequality gives

|u†v| ≤ Σᵢ |uᵢ||vᵢ|.

Squaring this and applying the real Cauchy-Schwarz inequality to the lists |uᵢ| and |vᵢ| gives the claim. The proof takes the same two steps, the second from Mathlib's `Finset.sum_mul_sq_le_sq_mul_sq`.

```lean
omit [DecidableEq n] in
lemma overlap_sq_le (u v : n → ℂ) : ‖star u ⬝ᵥ v‖ ^ 2 ≤ lenSq u * lenSq v := by
  have h : ‖star u ⬝ᵥ v‖ ≤ ∑ i, ‖u i‖ * ‖v i‖ := by
    refine (norm_sum_le _ _).trans (le_of_eq ?_)
    exact Finset.sum_congr rfl fun i _ => by simp
  exact (pow_le_pow_left₀ (norm_nonneg _) h 2).trans
    (Finset.sum_mul_sq_le_sq_mul_sq _ _ _)
```

## (d) Moving an adjoint to the left

**Task.** Write ⟨AᴴB⟩ as an overlap of two vectors.

**Solution.** Since p†Aᴴ = (Ap)†,

⟨AᴴB⟩ = p†AᴴBp = (Ap)†(Bp).

```lean
omit [DecidableEq n] in
lemma expval_adjoint_mul (p : n → ℂ) (A B : Matrix n n ℂ) :
    expval p (Aᴴ * B) = star (A *ᵥ p) ⬝ᵥ (B *ᵥ p) := by
  rw [expval, Matrix.star_mulVec, ← Matrix.dotProduct_mulVec, Matrix.mulVec_mulVec]
```

## (e) Fluctuations as squared lengths

**Task.** Show that F(A) = L(Ap) + L(Aᴴp).

**Solution.** Part (d) with B = A gives ⟨AᴴA⟩ = (Ap)†(Ap) = L(Ap). With both operators replaced by Aᴴ, it gives ⟨AAᴴ⟩ = L(Aᴴp). In the proof, `hs` identifies v†v with L(v), and `h3` splits the average of the sum.

In an exact-diagonalisation code this means that two matrix-vector products suffice, and the matrix AᴴA need not be formed.

```lean
omit [DecidableEq n] in
/-- The symmetrised fluctuation is the sum of the squared lengths of `A p` and `Aᴴ p`. -/
theorem fluct_eq (p : n → ℂ) (A : Matrix n n ℂ) :
    fluct p A = lenSq (A *ᵥ p) + lenSq (Aᴴ *ᵥ p) := by
  have hs (v : n → ℂ) : star v ⬝ᵥ v = ((lenSq v : ℝ) : ℂ) := by
    simp only [dotProduct, lenSq, Complex.ofReal_sum, Complex.ofReal_pow]
    exact Finset.sum_congr rfl fun i _ => Complex.conj_mul' (v i)
  have h2 := expval_adjoint_mul p Aᴴ Aᴴ
  rw [Matrix.conjTranspose_conjTranspose] at h2
  have h3 : expval p (Aᴴ * A + A * Aᴴ) = expval p (Aᴴ * A) + expval p (A * Aᴴ) := by
    simp only [expval, Matrix.add_mulVec, dotProduct_add]
  rw [fluct, h3, expval_adjoint_mul, h2, hs, hs, Complex.add_re,
    Complex.ofReal_re, Complex.ofReal_re]
```

## (f) The inequality before subtracting means

**Task.** Show, for every vector p, that |m|² ≤ F(A) F(B).

**Solution.** By part (d), m is a difference of two overlaps:

m = (Ap)†(Bp) − (Bᴴp)†(Aᴴp).

Let x and y be their moduli, and put a = L(Ap), a′ = L(Aᴴp), b = L(Bp), b′ = L(Bᴴp). Part (c) gives

x² ≤ ab and y² ≤ a′b′.

For the cross term, multiply the two bounds:

(2xy)² ≤ 4aba′b′ = (ab′ + a′b)² − (ab′ − a′b)² ≤ (ab′ + a′b)².

Both sides are squares of non-negative numbers, so 2xy ≤ ab′ + a′b. Therefore

|m|² ≤ (x + y)² = x² + 2xy + y² ≤ ab + ab′ + a′b + a′b′ = (a + a′)(b + b′),

which is F(A) F(B) by part (e).

The formal proof turns on `generalize`. Once the Cauchy-Schwarz bounds are in place, this tactic replaces the two moduli x and y and the four squared lengths by plain real variables, in the goal and in all hypotheses. The matrices disappear from the estimates for x and y, and what is left is the polynomial argument above. `nlinarith` can then finish it, helped by the hint that (ab′ − a′b)² is non-negative.

```lean
omit [DecidableEq n] in
/-- The squared order parameter is at most the product of the symmetrised fluctuations. -/
theorem orderParameter_sq_le_fluct (p : n → ℂ) (A B : Matrix n n ℂ) :
    ‖orderParameter p A B‖ ^ 2 ≤ fluct p A * fluct p B := by
  have h2 := expval_adjoint_mul p Bᴴ Aᴴ
  rw [Matrix.conjTranspose_conjTranspose] at h2
  have h3 : orderParameter p A B = expval p (Aᴴ * B) - expval p (B * Aᴴ) := by
    simp only [orderParameter, expval, Matrix.sub_mulVec, dotProduct_sub]
  rw [h3, expval_adjoint_mul, h2, fluct_eq, fluct_eq]
  -- Cauchy-Schwarz for each operator ordering
  have hx := overlap_sq_le (A *ᵥ p) (B *ᵥ p)
  have hy := overlap_sq_le (Bᴴ *ᵥ p) (Aᴴ *ᵥ p)
  have ht := norm_sub_le (star (A *ᵥ p) ⬝ᵥ (B *ᵥ p)) (star (Bᴴ *ᵥ p) ⬝ᵥ (Aᴴ *ᵥ p))
  have ht2 := pow_le_pow_left₀ (norm_nonneg _) ht 2
  have ha := lenSq_nonneg (A *ᵥ p)
  have hb := lenSq_nonneg (B *ᵥ p)
  have ha' := lenSq_nonneg (Aᴴ *ᵥ p)
  have hb' := lenSq_nonneg (Bᴴ *ᵥ p)
  generalize ‖star (A *ᵥ p) ⬝ᵥ (B *ᵥ p)‖ = x at *
  generalize ‖star (Bᴴ *ᵥ p) ⬝ᵥ (Aᴴ *ᵥ p)‖ = y at *
  generalize lenSq (A *ᵥ p) = a at *
  generalize lenSq (B *ᵥ p) = b at *
  generalize lenSq (Aᴴ *ᵥ p) = a' at *
  generalize lenSq (Bᴴ *ᵥ p) = b' at *
  -- the cross term is controlled by the arithmetic-geometric mean inequality
  have hm : x ^ 2 * y ^ 2 ≤ (a * b) * (b' * a') :=
    mul_le_mul hx hy (sq_nonneg y) (mul_nonneg ha hb)
  have hc : (2 * (x * y)) ^ 2 ≤ (a * b' + a' * b) ^ 2 := by
    nlinarith [sq_nonneg (a * b' - a' * b)]
  have hd := (le_abs_self _).trans (abs_le_of_sq_le_sq hc (by positivity))
  nlinarith
```

## (g) Connected fluctuations are fluctuations about the mean

**Task.** For p†p = 1 and c = ⟨A⟩, show that C(A) = F(A − c1), where 1 is the identity matrix.

**Solution.** Write c* for the complex conjugate of c, and D = A − c1. Expanding both orderings gives

DᴴD + DDᴴ = AᴴA + AAᴴ − 2c*A − 2cAᴴ + 2|c|²1.

Now take the average, using ⟨1⟩ = 1 and ⟨Aᴴ⟩ = c*:

F(D) = F(A) − 2|c|² − 2|c|² + 2|c|² = F(A) − 2|c|² = C(A).

In the proof, `hM` is the matrix expansion, `he` averages it term by term, and `hf` collects the multiples of |c|².

Numerically, when the mean is large compared with the fluctuation, L(Ap − cp) + L(Aᴴp − c*p) is usually more accurate than F(A) − 2|c|². The mean is then subtracted before squaring, which reduces the effect of rounding errors, and the result cannot come out negative.

```lean
/-- In a normalised state the connected fluctuation of `A` is the symmetrised fluctuation
of the deviation of `A` from its mean. -/
theorem connFluct_eq (p : n → ℂ) (hp : star p ⬝ᵥ p = 1) (A : Matrix n n ℂ) :
    connFluct p A = fluct p (A - expval p A • (1 : Matrix n n ℂ)) := by
  have hM (c : ℂ) : (A - c • (1 : Matrix n n ℂ))ᴴ * (A - c • (1 : Matrix n n ℂ))
      + (A - c • (1 : Matrix n n ℂ)) * (A - c • (1 : Matrix n n ℂ))ᴴ
      = (Aᴴ * A + A * Aᴴ) - (2 * star c) • A - (2 * c) • Aᴴ
        + (2 * (star c * c)) • (1 : Matrix n n ℂ) := by
    simp only [conjTranspose_sub, conjTranspose_smul, conjTranspose_one, sub_mul, mul_sub,
      smul_mul_assoc, mul_smul_comm, one_mul, mul_one]
    module
  have he (c : ℂ) : expval p ((Aᴴ * A + A * Aᴴ) - (2 * star c) • A - (2 * c) • Aᴴ
        + (2 * (star c * c)) • (1 : Matrix n n ℂ))
      = expval p (Aᴴ * A + A * Aᴴ) - (2 * star c) * expval p A - (2 * c) * expval p Aᴴ
        + (2 * (star c * c)) * expval p 1 := by
    simp only [expval, Matrix.add_mulVec, Matrix.sub_mulVec, Matrix.smul_mulVec,
      dotProduct_add, dotProduct_sub, dotProduct_smul, smul_eq_mul]
  have h1 : expval p 1 = 1 := by rw [expval, Matrix.one_mulVec, hp]
  have hA : expval p Aᴴ = star (expval p A) := by
    have h := expval_adjoint_mul p A 1
    rw [mul_one, Matrix.one_mulVec] at h
    exact h.trans (Matrix.star_dotProduct _ _)
  have hc : star (expval p A) * expval p A = (‖expval p A‖ : ℂ) ^ 2 :=
    Complex.conj_mul' _
  have hf : expval p (Aᴴ * A + A * Aᴴ) - (2 * star (expval p A)) * expval p A
      - (2 * expval p A) * star (expval p A) + (2 * (star (expval p A) * expval p A)) * 1
      = expval p (Aᴴ * A + A * Aᴴ) - ((2 * ‖expval p A‖ ^ 2 : ℝ) : ℂ) := by
    push_cast
    linear_combination (-2) * hc
  rw [connFluct, fluct, fluct, hM, he, h1, hA, hf, Complex.sub_re, Complex.ofReal_re]
```

## (h) The order parameter bounds the connected fluctuations

**Task.** For p†p = 1, strengthen part (f) to |m|² ≤ C(A) C(B).

**Solution.** Multiples of the identity commute with everything, so for all complex c and d

(A − c1)ᴴ(B − d1) − (B − d1)(A − c1)ᴴ = AᴴB − BAᴴ.

Choose c = ⟨A⟩ and d = ⟨B⟩, and apply part (f) to the shifted operators. The left side is still |m|², and by part (g) the right side has become C(A) C(B). The local statement `h` is this invariance, and the last line of the proof is the appeal to part (f).

```lean
/-- In a normalised pure state the squared order parameter is at most the product of the
connected fluctuations of `A` and `B`. -/
theorem orderParameter_sq_le (p : n → ℂ) (hp : star p ⬝ᵥ p = 1) (A B : Matrix n n ℂ) :
    ‖orderParameter p A B‖ ^ 2 ≤ connFluct p A * connFluct p B := by
  -- subtracting the means does not change the commutator
  have h (c d : ℂ) : orderParameter p (A - c • (1 : Matrix n n ℂ))
      (B - d • (1 : Matrix n n ℂ)) = orderParameter p A B := by
    unfold orderParameter
    congr 1
    simp only [conjTranspose_sub, conjTranspose_smul, conjTranspose_one, sub_mul, mul_sub,
      smul_mul_assoc, mul_smul_comm, one_mul, mul_one]
    module
  rw [connFluct_eq p hp A, connFluct_eq p hp B, ← h (expval p A) (expval p B)]
  exact orderParameter_sq_le_fluct p _ _
```

## (i) A nonzero order parameter excludes a sharp value

**Task.** For p†p = 1 and m ≠ 0, show that C(A) > 0.

**Solution.** By parts (g) and (e), C(A) is a sum of two squared lengths, so C(A) ≥ 0. If it were zero, part (h) would give |m|² ≤ 0, which contradicts m ≠ 0.

The fluctuation is that of a single pure state, with no thermal mixture involved. Part (h) also bounds it from below: when m ≠ 0, C(A) is at least |m|²/C(B). For a given |m|, this lower bound grows as the fluctuation of B shrinks.

```lean
/-- A nonzero order parameter forces strictly positive connected fluctuations of `A` in a
normalised pure state. -/
theorem connFluct_pos (p : n → ℂ) (hp : star p ⬝ᵥ p = 1) (A B : Matrix n n ℂ)
    (h : orderParameter p A B ≠ 0) : 0 < connFluct p A := by
  have h0 : 0 ≤ connFluct p A := by
    rw [connFluct_eq p hp, fluct_eq]
    exact add_nonneg (lenSq_nonneg _) (lenSq_nonneg _)
  refine lt_of_le_of_ne h0 fun hz => ?_
  have hle := orderParameter_sq_le p hp A B
  rw [← hz, zero_mul] at hle
  exact absurd hle (not_le_of_gt (pow_pos (norm_pos_iff.mpr h) 2))
```

## (j) States without fluctuations

**Task.** For p†p = 1, find all cases in which C(A) = 0.

**Solution.** Put c = ⟨A⟩. By parts (g) and (e),

C(A) = L(Ap − cp) + L(Aᴴp − c*p).

Both terms are non-negative, so the sum vanishes exactly when both do. By part (b) this means

Ap = cp and Aᴴp = c*p.

The state is then an eigenvector of A and of Aᴴ.

This matters for finite-size simulations. If A is a Hermitian symmetry generator and the computed ground state is an eigenvector of it, then C(A) = 0, and part (h) forces m = 0. A nonzero m requires a state that breaks the symmetry, for instance one selected by a small applied field.

```lean
/-- In a normalised state the connected fluctuation of `A` vanishes exactly when the state is an
eigenvector of both `A` and `Aᴴ`, with the mean of `A` and its conjugate as eigenvalues. -/
theorem connFluct_eq_zero_iff (p : n → ℂ) (hp : star p ⬝ᵥ p = 1) (A : Matrix n n ℂ) :
    connFluct p A = 0 ↔
      A *ᵥ p = expval p A • p ∧ Aᴴ *ᵥ p = star (expval p A) • p := by
  rw [connFluct_eq p hp, fluct_eq,
    add_eq_zero_iff_of_nonneg (lenSq_nonneg _) (lenSq_nonneg _), lenSq_eq_zero, lenSq_eq_zero]
  simp only [conjTranspose_sub, conjTranspose_smul, conjTranspose_one, Matrix.sub_mulVec,
    Matrix.smul_mulVec, Matrix.one_mulVec, sub_eq_zero]
```

## (k) A single spin reaches the bound

**Task.** Take a spin one-half pointing up, with A = σx and B = σy, the two transverse Pauli matrices. Show that part (h) holds with equality and m ≠ 0.

The matrices and the state are defined first.

```lean
/-- The Pauli matrix of the first transverse spin component. -/
def pauliX : Matrix (Fin 2) (Fin 2) ℂ := !![0, 1; 1, 0]

/-- The Pauli matrix of the second transverse spin component. -/
def pauliY : Matrix (Fin 2) (Fin 2) ℂ := !![0, -Complex.I; Complex.I, 0]

/-- The spin-up state of a spin one-half. -/
def up : Fin 2 → ℂ := ![1, 0]
```

**Solution.** The state p = (1, 0) is normalised. The commutator is σxσy − σyσx = 2iσz, and ⟨σz⟩ = 1, so m = 2i.

For the fluctuations,

σx p = (0, 1) and σy p = (0, i).

Both vectors are orthogonal to p, so both means vanish, and both have squared length 1. The matrices are Hermitian, so part (e) counts each length twice:

C(σx) = C(σy) = 2.

Hence |m|² = 4 = C(σx) C(σy). The constant in part (h) therefore cannot be improved for general matrices. The proof computes the order parameter in `h1` and the two connected fluctuations in `h2` and `h3`.

```lean
/-- The spin-up state is normalised, and for it and the two transverse Pauli matrices the order
parameter is `2i` and the bound by connected fluctuations is an equality. -/
theorem spin_saturates : star up ⬝ᵥ up = 1 ∧ orderParameter up pauliX pauliY = 2 * Complex.I ∧
    ‖orderParameter up pauliX pauliY‖ ^ 2 = connFluct up pauliX * connFluct up pauliY := by
  have h1 : orderParameter up pauliX pauliY = 2 * Complex.I := by
    have hX : pauliXᴴ = pauliX := by
      ext i j
      fin_cases i <;> fin_cases j <;> simp [pauliX, Matrix.conjTranspose_apply]
    rw [orderParameter, hX, pauliX, pauliY, Matrix.mul_fin_two, Matrix.mul_fin_two]
    simp [expval, up, Matrix.mulVec, dotProduct, Fin.sum_univ_two]
    try ring
  have h2 : connFluct up pauliX = 2 := by
    simp [connFluct, fluct_eq, lenSq, expval, up, pauliX, Matrix.mulVec, dotProduct,
      Fin.sum_univ_two]
    try norm_num
  have h3 : connFluct up pauliY = 2 := by
    simp [connFluct, fluct_eq, lenSq, expval, up, pauliY, Matrix.mulVec, dotProduct,
      Fin.sum_univ_two]
    try norm_num
  refine ⟨by simp [up, dotProduct, Fin.sum_univ_two], h1, ?_⟩
  rw [h1, h2, h3, norm_mul, Complex.norm_I]
  norm_num

end

end ZeroTemperatureFluctuations
```

```lean
#print axioms ZeroTemperatureFluctuations.connFluct_pos
-- 'ZeroTemperatureFluctuations.connFluct_pos' depends on axioms: [propext, Classical.choice, Quot.sound]
#print axioms ZeroTemperatureFluctuations.connFluct_eq_zero_iff
-- 'ZeroTemperatureFluctuations.connFluct_eq_zero_iff' depends on axioms: [propext, Classical.choice, Quot.sound]
#print axioms ZeroTemperatureFluctuations.spin_saturates
-- 'ZeroTemperatureFluctuations.spin_saturates' depends on axioms: [propext, Classical.choice, Quot.sound]
```
